# Averaging local fields in $(0,a/2]$ first never overestimates the mean tunnelling factor $e^{-a/F}$

The rate of tunnel ionization in a static electric field of strength $F$ is modelled here by its exponential factor alone, $f(F)=e^{-a/F}$. The constant $a$ stands for the barrier: for ionization potential $I_p$, in atomic units, $a=\tfrac23(2I_p)^{3/2}$. A field-dependent prefactor is left out, and including one would in general move the inflection point. An inhomogeneous field is a finite list of values with weights.

```lean
import Mathlib

open Set Filter Topology

namespace StarkFieldAveraging

noncomputable section

/-- The exponential factor `exp (-a / F)` of the tunnelling rate in a static field of
strength `F`, for `F > 0`. -/
def tunnelRate (a F : ℝ) : ℝ := Real.exp (-a / F)
```

`tunnelRate a F` is $f(F)$, with $a$ and $F$ real. Lean sets $-a/0=0$, which would make the rate 1 at zero field, so the statements below keep to positive fields.

## Slope and curvature

```lean
/-- At a field `F > 0` the derivative of the rate with respect to the field is
`(a / F²) exp (-a / F)`. -/
theorem hasDerivAt_tunnelRate (a : ℝ) {F : ℝ} (hF : 0 < F) :
    HasDerivAt (tunnelRate a) (a / F ^ 2 * tunnelRate a F) F := by
  have h : HasDerivAt (fun x : ℝ => -a / x) (a / F ^ 2) F :=
    ((hasDerivAt_const F (-a)).fun_div (hasDerivAt_id' F) hF.ne').congr_deriv (by ring)
  exact h.exp.congr_deriv (by unfold tunnelRate; ring)
```

The hypothesis `hF` says $F>0$, and `HasDerivAt` says that the derivative exists and has the stated value. By hand, the exponent $-a/F$ has derivative $a/F^2$, so the chain rule gives
$$f'(F)=\frac{a}{F^2}f(F).$$
In the proof, `h` differentiates the exponent and `h.exp` applies the chain rule.

```lean
/-- At a field `F > 0` the curvature of the rate is `a (a - 2F) / F⁴` times the rate. -/
theorem curvature_tunnelRate (a : ℝ) {F : ℝ} (hF : 0 < F) :
    deriv^[2] (tunnelRate a) F = a * (a - 2 * F) / F ^ 4 * tunnelRate a F := by
  -- near F the first derivative is given by the slope formula
  have hev : deriv (tunnelRate a) =ᶠ[𝓝 F] fun x => a / x ^ 2 * tunnelRate a x := by
    filter_upwards [lt_mem_nhds hF] with x hx
    exact (hasDerivAt_tunnelRate a hx).deriv
  have hp : HasDerivAt (fun x : ℝ => x ^ 2) (2 * F) F := by
    simpa using hasDerivAt_pow 2 F
  have h1 : HasDerivAt (fun x : ℝ => a / x ^ 2) (-2 * a / F ^ 3) F := by
    refine ((hasDerivAt_const F a).fun_div hp (pow_ne_zero 2 hF.ne')).congr_deriv ?_
    rw [div_eq_div_iff (by positivity) (by positivity)]
    ring
  have e : F / F ^ 4 = 1 / F ^ 3 := by
    rw [div_eq_div_iff (by positivity) (by positivity)]
    ring
  -- the product rule gives the second derivative
  have h2 : HasDerivAt (fun x => a / x ^ 2 * tunnelRate a x)
      (a * (a - 2 * F) / F ^ 4 * tunnelRate a F) F := by
    refine (h1.fun_mul (hasDerivAt_tunnelRate a hF)).congr_deriv ?_
    linear_combination (2 * a * tunnelRate a F) * e
  show deriv (deriv (tunnelRate a)) F = _
  rw [hev.deriv_eq]
  exact h2.deriv
```

`deriv^[2]` means differentiating twice. The product rule gives
$$f''(F)=\Big(-\frac{2a}{F^3}+\frac{a^2}{F^4}\Big)f(F)=\frac{a(a-2F)}{F^4}f(F).$$
A second derivative requires the first one throughout a neighbourhood of $F$, which `hev` supplies. Then `h1` differentiates $a/F^2$, and `h2` is the product rule.

## The change of sign at $a/2$

```lean
/-- In weak fields, `0 < F ≤ a / 2`, the rate is a strictly convex function of the field. -/
theorem strictConvexOn_tunnelRate (a : ℝ) :
    StrictConvexOn ℝ (Ioc 0 (a / 2)) (tunnelRate a) := by
  refine strictConvexOn_of_deriv2_pos (convex_Ioc _ _)
    (fun x hx => (hasDerivAt_tunnelRate a hx.1).continuousAt.continuousWithinAt) ?_
  intro F hF
  rw [interior_Ioc] at hF
  obtain ⟨h0, h1⟩ := hF
  rw [curvature_tunnelRate a h0]
  exact mul_pos (div_pos (mul_pos (by linarith) (by linarith)) (by positivity))
    (Real.exp_pos _)
```

`Ioc 0 (a / 2)` is the interval $(0,a/2]$. In its interior $a>0$ and $a-2F>0$, so $f''>0$. Hence $f'$ increases strictly, and by the mean value theorem the graph lies strictly below its chords. Mathlib's criterion needs the sign only in the interior, together with continuity on the whole interval, so the zero curvature at $a/2$ does no harm. For $a\le 0$ the interval is empty.

```lean
/-- For `a > 0` the rate is a strictly concave function of the field in strong fields,
`F ≥ a / 2`. -/
theorem strictConcaveOn_tunnelRate {a : ℝ} (ha : 0 < a) :
    StrictConcaveOn ℝ (Ici (a / 2)) (tunnelRate a) := by
  refine strictConcaveOn_of_deriv2_neg (convex_Ici _)
    (fun x hx => (hasDerivAt_tunnelRate a
      (lt_of_lt_of_le (half_pos ha) hx)).continuousAt.continuousWithinAt) ?_
  intro F hF
  rw [interior_Ici] at hF
  have h1 : a / 2 < F := hF
  have h0 : 0 < F := by linarith
  rw [curvature_tunnelRate a h0]
  exact mul_neg_of_neg_of_pos (div_neg_of_neg_of_pos
    (mul_neg_of_pos_of_neg ha (by linarith)) (by positivity)) (Real.exp_pos _)
```

`Ici (a / 2)` is $[a/2,\infty)$. With $a>0$, the factor $a-2F$ is negative in the interior, and the same argument gives strict concavity. For hydrogen $a/2=1/3$ atomic unit, a field at which the barrier is already suppressed, so this half describes the formula more than real tunnelling.

```lean
/-- For `a > 0` the weak-field range cannot be enlarged: the rate is not convex on
`0 < F ≤ b` for any `b > a / 2`. -/
theorem not_convexOn_beyond_half {a b : ℝ} (ha : 0 < a) (hb : a / 2 < b) :
    ¬ ConvexOn ℝ (Ioc 0 b) (tunnelRate a) := by
  intro h
  have h2 : (0 : ℝ) < 1 / 2 := by norm_num
  have hs : (1 / 2 : ℝ) + 1 / 2 = 1 := by norm_num
  -- compare the midpoint of a/2 and b in both ways
  have hlt := (strictConcaveOn_tunnelRate ha).2 (mem_Ici.2 le_rfl) (mem_Ici.2 hb.le)
    hb.ne h2 h2 hs
  have hle := h.2 (⟨half_pos ha, hb.le⟩ : a / 2 ∈ Ioc 0 b)
    (⟨(half_pos ha).trans hb, le_rfl⟩ : b ∈ Ioc 0 b) h2.le h2.le hs
  exact not_lt_of_ge hle hlt
```

Let $b>a/2$ and let $m$ be the midpoint of $a/2$ and $b$. Strict concavity gives $\tfrac12 f(a/2)+\tfrac12 f(b)<f(m)$ (`hlt`), while convexity on $(0,b]$ would give $f(m)\le\tfrac12 f(a/2)+\tfrac12 f(b)$ (`hle`). These contradict each other.

## Means over local fields

```lean
/-- For local fields in `(0, a / 2]` with positive weights summing to 1, the rate at the mean
field is at most the mean rate, with equality exactly when every local field equals the mean. -/
theorem rate_at_mean_le_mean_rate {ι : Type*} (s : Finset ι) (a : ℝ) (w E : ι → ℝ)
    (hw : ∀ i ∈ s, 0 < w i) (hsum : ∑ i ∈ s, w i = 1)
    (hE : ∀ i ∈ s, E i ∈ Ioc 0 (a / 2)) :
    tunnelRate a (∑ i ∈ s, w i * E i) ≤ ∑ i ∈ s, w i * tunnelRate a (E i) ∧
    (tunnelRate a (∑ i ∈ s, w i * E i) = ∑ i ∈ s, w i * tunnelRate a (E i) ↔
      ∀ j ∈ s, E j = ∑ i ∈ s, w i * E i) := by
  have hc := strictConvexOn_tunnelRate a
  constructor
  · simpa only [smul_eq_mul] using
      hc.convexOn.map_sum_le (fun i hi => (hw i hi).le) hsum hE
  · simpa only [smul_eq_mul] using hc.map_sum_eq_iff hw hsum hE
```

The finite set `s` labels the local fields $E_i$, with weights $w_i>0$ summing to 1 and every $E_i\in(0,a/2]$. Write $\bar E=\sum_i w_iE_i$. The theorem says
$$f(\bar E)\le\sum_i w_i f(E_i),$$
with equality exactly when $E_j=\bar E$ for every $j$ in `s`.

By hand, strict convexity puts the graph above its tangent at $\bar E$:
$$f(E_i)\ge f(\bar E)+f'(\bar E)(E_i-\bar E),$$
with equality only at $E_i=\bar E$. Multiply by $w_i$ and sum; the linear term vanishes. Lean takes both parts from Mathlib's Jensen inequality, `map_sum_le` and `map_sum_eq_iff`.

Suppose a simulation averages the field strength over a cell before evaluating this exponential factor. If all the local strengths lie in $(0,a/2]$, the result never exceeds the cell's mean exponential factor. This need not carry over to the ionized fraction when depletion matters, since that fraction saturates as the rate grows.

```lean
/-- If two of the local fields in `(0, a / 2]` differ, and the weights are positive and sum
to 1, averaging the field first strictly underestimates the mean rate. -/
theorem rate_at_mean_lt_mean_rate {ι : Type*} (s : Finset ι) (a : ℝ) (w E : ι → ℝ)
    (hw : ∀ i ∈ s, 0 < w i) (hsum : ∑ i ∈ s, w i = 1)
    (hE : ∀ i ∈ s, E i ∈ Ioc 0 (a / 2))
    {j k : ι} (hj : j ∈ s) (hk : k ∈ s) (hjk : E j ≠ E k) :
    tunnelRate a (∑ i ∈ s, w i * E i) < ∑ i ∈ s, w i * tunnelRate a (E i) := by
  obtain ⟨hle, heq⟩ := rate_at_mean_le_mean_rate s a w E hw hsum hE
  exact lt_of_le_of_ne hle
    (fun h => hjk ((heq.1 h j hj).trans (heq.1 h k hk).symm))
```

If two local fields differ, the inequality is strict: equality would make both $E_j$ and $E_k$ equal to $\bar E$, and so to each other.

```lean
/-- For `a > 0` and local fields of at least `a / 2`, with nonnegative weights summing to 1,
the mean rate is at most the rate at the mean field. -/
theorem mean_rate_le_rate_at_mean {ι : Type*} (s : Finset ι) {a : ℝ} (ha : 0 < a)
    (w E : ι → ℝ) (hw : ∀ i ∈ s, 0 ≤ w i) (hsum : ∑ i ∈ s, w i = 1)
    (hE : ∀ i ∈ s, E i ∈ Ici (a / 2)) :
    ∑ i ∈ s, w i * tunnelRate a (E i) ≤ tunnelRate a (∑ i ∈ s, w i * E i) := by
  simpa only [smul_eq_mul] using
    (strictConcaveOn_tunnelRate ha).concaveOn.le_map_sum hw hsum hE
```

When $a>0$ and all fields are at least $a/2$, concavity reverses the inequality. Here weights may be zero, and no equality case is stated.

```lean
/-- For a field that takes the values `F + δ` and `F - δ` with equal weight, `|δ| < F`, the
mean rate is the rate at `F` times an explicit exponential and a hyperbolic cosine. -/
theorem mean_rate_two_fields (a : ℝ) {F δ : ℝ} (hδ : |δ| < F) :
    (tunnelRate a (F + δ) + tunnelRate a (F - δ)) / 2 =
      tunnelRate a F * Real.exp (-(a * δ ^ 2 / (F * (F ^ 2 - δ ^ 2)))) *
        Real.cosh (a * δ / (F ^ 2 - δ ^ 2)) := by
  obtain ⟨hl, hr⟩ := abs_lt.1 hδ
  have hF : F ≠ 0 := by
    have : 0 < F := by linarith
    exact this.ne'
  have hp : F + δ ≠ 0 := by
    have : 0 < F + δ := by linarith
    exact this.ne'
  have hm : F - δ ≠ 0 := by
    have : 0 < F - δ := by linarith
    exact this.ne'
  have hD : F ^ 2 - δ ^ 2 = (F + δ) * (F - δ) := by ring
  -- split both exponents into a common part and a part odd in δ
  have h1 : -a / (F + δ) = -a / F + -(a * δ ^ 2 / (F * (F ^ 2 - δ ^ 2))) +
      a * δ / (F ^ 2 - δ ^ 2) := by
    rw [hD]
    field_simp
    ring
  have h2 : -a / (F - δ) = -a / F + -(a * δ ^ 2 / (F * (F ^ 2 - δ ^ 2))) +
      -(a * δ / (F ^ 2 - δ ^ 2)) := by
    rw [hD]
    field_simp
    ring
  unfold tunnelRate
  rw [h1, h2, Real.cosh_eq]
  simp only [Real.exp_add]
  ring

end

end StarkFieldAveraging
```

Two equally weighted fields $F\pm\delta$ with $|\delta|<F$ allow a closed form, for weak and strong fields alike. Splitting the exponents gives
$$-\frac{a}{F\pm\delta}=-\frac aF-\frac{a\delta^2}{F(F^2-\delta^2)}\pm\frac{a\delta}{F^2-\delta^2},$$
which are `h1` and `h2`. The last terms combine into a hyperbolic cosine, so the mean rate is $f(F)$ times
$$\exp\!\Big(-\frac{a\delta^2}{F(F^2-\delta^2)}\Big)\cosh\frac{a\delta}{F^2-\delta^2}.$$
This is the factor by which the mean rate differs from the rate at the mean field.

The convexity argument also applies to an Arrhenius rate $A\,e^{-E_A/(k_BT)}$ with constant $A>0$ and activation energy $E_A>0$: read $F$ as the temperature $T$ and set $a=E_A/k_B$. For local temperatures up to $E_A/(2k_B)$, the rate at the mean temperature is at most the mean rate.

```lean
#print axioms StarkFieldAveraging.not_convexOn_beyond_half
-- 'StarkFieldAveraging.not_convexOn_beyond_half' depends on axioms: [propext, Classical.choice, Quot.sound]
#print axioms StarkFieldAveraging.rate_at_mean_lt_mean_rate
-- 'StarkFieldAveraging.rate_at_mean_lt_mean_rate' depends on axioms: [propext, Classical.choice, Quot.sound]
#print axioms StarkFieldAveraging.mean_rate_le_rate_at_mean
-- 'StarkFieldAveraging.mean_rate_le_rate_at_mean' depends on axioms: [propext, Classical.choice, Quot.sound]
#print axioms StarkFieldAveraging.mean_rate_two_fields
-- 'StarkFieldAveraging.mean_rate_two_fields' depends on axioms: [propext, Classical.choice, Quot.sound]
```
